# For two overlapping orbitals, down-weighting a ghost orbital in the orthogonalisation reduces the charge that leaks onto it

Put two electrons in a normalised orbital \(f_1\) and add a ghost orbital \(f_2\), a normalised basis function with no atom behind it, that overlaps \(f_1\). Löwdin's symmetric orthogonalisation moves both functions equally. The orthogonalised ghost \(g_2\) is orthogonal to the displaced orbital \(g_1\) but still overlaps \(f_1\), and the population analysis reports electrons on it: at overlap \(0.6\) it receives \(0.2\) of the two. The remedy examined here is to make displacing the ghost cheaper than displacing the occupied orbital.

The orbitals are vectors in a real inner-product space `E` of any dimension.

In Lean 4 with Mathlib:

```lean
import Mathlib

open Real

namespace OccupancyWeightedOrthogonalisation

noncomputable section

variable {E : Type*} [NormedAddCommGroup E] [InnerProductSpace ℝ E]
  {f₁ f₂ g₁ g₂ h₁ h₂ : E} {w s : ℝ}
```

## Least distortion with a weight on the ghost

The new orbitals must be orthonormal: \(\|g_1\|=\|g_2\|=1\) and \(\langle g_1,g_2\rangle=0\).

```lean
/-- Two orbitals are orthonormal. -/
def OrthoPair (g₁ g₂ : E) : Prop := ‖g₁‖ = 1 ∧ ‖g₂‖ = 1 ∧ inner ℝ g₁ g₂ = 0
```

Their distance from the old ones is measured by
\[ \Delta(g)=\|g_1-f_1\|^2+w\,\|g_2-f_2\|^2 . \]
The number \(w>0\) stands for the occupancy of the ghost relative to that of \(f_1\). It is given from outside and is not determined self-consistently.

```lean
/-- Weighted squared distance of the orbitals `g` from the orbitals `f`, with weight one on the
first orbital and `w` on the second. -/
def distortion (w : ℝ) (f₁ f₂ g₁ g₂ : E) : ℝ := ‖g₁ - f₁‖ ^ 2 + w * ‖g₂ - f₂‖ ^ 2
```

A weighted orthogonalisation is an orthonormal pair whose \(\Delta\) is no larger than that of any other orthonormal pair in `E`, inside or outside the plane of \(f_1\) and \(f_2\). At \(w=1\) this is the least-distance characterisation of Löwdin's orbitals, which serves here as their definition in place of the matrix \(S^{-1/2}\).

```lean
/-- The pair `g` is orthonormal and has the least distortion among all orthonormal pairs. -/
def IsWeightedOrtho (w : ℝ) (f₁ f₂ g₁ g₂ : E) : Prop :=
  OrthoPair g₁ g₂ ∧
    ∀ h₁ h₂ : E, OrthoPair h₁ h₂ → distortion w f₁ f₂ g₁ g₂ ≤ distortion w f₁ f₂ h₁ h₂
```

When \(f_1\) and \(g_2\) are unit vectors, two electrons in \(f_1\) give \(g_2\) the population \(2\langle f_1,g_2\rangle^2\).

```lean
/-- For unit vectors `f₁` and `g₂`, the population of the orbital `g₂` when two electrons occupy the
orbital `f₁`. -/
def ghostPopulation (f₁ g₂ : E) : ℝ := 2 * (inner ℝ f₁ g₂) ^ 2
```

## The optimal rotation

Let \(f_1,f_2\) be unit vectors with \(\langle f_1,f_2\rangle=s\) and \(|s|<1\), and write \(c=\sqrt{1-s^2}\), which is `perp s`.

```lean
/-- The sine of the angle between two unit vectors of overlap `s`, for `|s| ≤ 1`. -/
def perp (s : ℝ) : ℝ := √(1 - s ^ 2)
```

In the plane, \(f_1\) and \(e=(f_2-sf_1)/c\) are orthonormal. Try
\[ g_1=\cos\theta\,f_1-\sin\theta\,e,\qquad g_2=\sin\theta\,f_1+\cos\theta\,e . \]
Since all norms are one, \(\Delta=2+2w-2(\langle g_1,f_1\rangle+w\langle g_2,f_2\rangle)\), and the bracket equals
\[ (1+wc)\cos\theta+ws\sin\theta . \]
Its maximum is \(D=\sqrt{(1+wc)^2+w^2s^2}=\sqrt{1+2wc+w^2}\), which is `scale w s`.

```lean
/-- The length of the plane vector `(1 + w * perp s, w * s)`, for `|s| ≤ 1`. -/
def scale (w s : ℝ) : ℝ := √(1 + 2 * w * perp s + w ^ 2)
```

The maximum is reached at \(\cos\theta=(1+wc)/D\), \(\sin\theta=ws/D\). Inserting \(e\) and using \(c^2+s^2=1\) gives
\[ g_1=\frac{(w+c)f_1-ws\,f_2}{cD}, \]

```lean
/-- Explicit first weighted orbital, for unit vectors `f₁`, `f₂` of overlap `s`, `|s| < 1`, and
`w > 0`. -/
def orb₁ (w s : ℝ) (f₁ f₂ : E) : E :=
  ((w + perp s) / (perp s * scale w s)) • f₁ - (w * s / (perp s * scale w s)) • f₂
```

\[ g_2=\frac{(1+wc)f_2-s\,f_1}{cD}. \]

```lean
/-- Explicit second weighted orbital, for unit vectors `f₁`, `f₂` of overlap `s`, `|s| < 1`, and
`w > 0`. -/
def orb₂ (w s : ℝ) (f₁ f₂ : E) : E :=
  ((1 + w * perp s) / (perp s * scale w s)) • f₂ - (s / (perp s * scale w s)) • f₁
```

Both \(c\) and \(D\) are positive, because \(1-s^2=(1-s)(1+s)>0\), so the divisions are legitimate.

```lean
/-- For `w > 0` and `|s| < 1` both lengths are positive and have the expected squares. -/
theorem lengths (hw : 0 < w) (hs : |s| < 1) :
    0 < perp s ∧ perp s ^ 2 = 1 - s ^ 2 ∧
      0 < scale w s ∧ scale w s ^ 2 = 1 + 2 * w * perp s + w ^ 2 := by
  have hb := abs_lt.1 hs
  have h : 0 < 1 - s ^ 2 := by
    nlinarith [mul_pos (sub_pos.2 hb.2) (show 0 < 1 + s by linarith [hb.1])]
  have hc : 0 < perp s := Real.sqrt_pos.2 h
  have hD : 0 < 1 + 2 * w * perp s + w ^ 2 := by positivity
  exact ⟨hc, Real.sq_sqrt h.le, Real.sqrt_pos.2 hD, Real.sq_sqrt hD.le⟩
```

Orthonormality can be checked directly. The numerators have squared norms
\[ (w+c)^2-2(w+c)ws^2+w^2s^2=c^2D^2, \]
\[ (1+wc)^2-2(1+wc)s^2+s^2=c^2D^2, \]
and their inner product is \(ws(c^2-1+s^2)=0\). The code expands each inner product into one fraction, and `linear_combination` then inserts the values of \(c^2\) and \(D^2\).

```lean
/-- For unit vectors of overlap `s`, `|s| < 1`, and `w > 0`, the explicit orbitals are
orthonormal. -/
theorem orb_orthoPair (hw : 0 < w) (hs : |s| < 1) (h1 : ‖f₁‖ = 1) (h2 : ‖f₂‖ = 1)
    (h12 : inner ℝ f₁ f₂ = s) : OrthoPair (orb₁ w s f₁ f₂) (orb₂ w s f₁ f₂) := by
  obtain ⟨hc, hc2, hD, hD2⟩ := lengths hw hs
  have n1 : inner ℝ f₁ f₁ = (1 : ℝ) := by rw [real_inner_self_eq_norm_sq, h1]; norm_num
  have n2 : inner ℝ f₂ f₂ = (1 : ℝ) := by rw [real_inner_self_eq_norm_sq, h2]; norm_num
  have h21 : inner ℝ f₂ f₁ = s := by rw [real_inner_comm]; exact h12
  have hne : perp s ^ 2 * scale w s ^ 2 ≠ 0 := by positivity
  have unit : ∀ x : E, inner ℝ x x = (1 : ℝ) → ‖x‖ = 1 := by
    intro x hx
    rw [real_inner_self_eq_norm_sq] at hx
    nlinarith [norm_nonneg x]
  refine ⟨unit _ ?_, unit _ ?_, ?_⟩
  · have e : inner ℝ (orb₁ w s f₁ f₂) (orb₁ w s f₁ f₂) =
        ((w + perp s) ^ 2 - 2 * (w + perp s) * w * s ^ 2 + w ^ 2 * s ^ 2) /
          (perp s ^ 2 * scale w s ^ 2) := by
      simp only [orb₁, inner_sub_left, inner_sub_right, real_inner_smul_left,
        real_inner_smul_right, n1, n2, h12, h21]
      ring
    rw [e, div_eq_iff hne]
    linear_combination (-(perp s ^ 2)) * hD2 - (w ^ 2 + 2 * w * perp s) * hc2
  · have e : inner ℝ (orb₂ w s f₁ f₂) (orb₂ w s f₁ f₂) =
        ((1 + w * perp s) ^ 2 - 2 * (1 + w * perp s) * s ^ 2 + s ^ 2) /
          (perp s ^ 2 * scale w s ^ 2) := by
      simp only [orb₂, inner_sub_left, inner_sub_right, real_inner_smul_left,
        real_inner_smul_right, n1, n2, h12, h21]
      ring
    rw [e, div_eq_iff hne]
    linear_combination (-(perp s ^ 2)) * hD2 - (1 + 2 * w * perp s) * hc2
  · have e : inner ℝ (orb₁ w s f₁ f₂) (orb₂ w s f₁ f₂) =
        (s * (w + perp s) * (1 + w * perp s) - s * (w + perp s) - w * s * (1 + w * perp s)
          + w * s ^ 3) / (perp s ^ 2 * scale w s ^ 2) := by
      simp only [orb₁, orb₂, inner_sub_left, inner_sub_right, real_inner_smul_left,
        real_inner_smul_right, n1, n2, h12, h21]
      ring
    rw [e, div_eq_iff hne]
    linear_combination s * w * hc2
```

## No other orthonormal pair does as well

The rotation covered only pairs of one orientation in the plane. To compare with every pair \(h_1,h_2\), suppose that
\[ f_1=a g_1+b g_2,\qquad w f_2=b g_1+d g_2, \]
with the same \(b\) in both lines. Then
\[ \Delta(h)-\Delta(g)=2a(1-\langle h_1,g_1\rangle)-2b(\langle h_1,g_2\rangle+\langle h_2,g_1\rangle)+2d(1-\langle h_2,g_2\rangle). \]
Because \(\|h_i-g_i\|^2=2-2\langle h_i,g_i\rangle\) and \(\langle h_1-g_1,h_2-g_2\rangle=-\langle h_1,g_2\rangle-\langle g_1,h_2\rangle\), this is
\[ a\|h_1-g_1\|^2+2b\langle h_1-g_1,h_2-g_2\rangle+d\|h_2-g_2\|^2 . \]

```lean
/-- If `f₁` and `w f₂` expand in an orthonormal pair `g` with a symmetric coefficient matrix, the
excess distortion of any orthonormal pair `h` is that matrix's quadratic form in `h - g`. -/
theorem distortion_gap {a b d : ℝ} (hf₁ : f₁ = a • g₁ + b • g₂)
    (hf₂ : w • f₂ = b • g₁ + d • g₂) (hg : OrthoPair g₁ g₂) (hh : OrthoPair h₁ h₂) :
    distortion w f₁ f₂ h₁ h₂ - distortion w f₁ f₂ g₁ g₂ =
      a * ‖h₁ - g₁‖ ^ 2 + 2 * b * inner ℝ (h₁ - g₁) (h₂ - g₂) + d * ‖h₂ - g₂‖ ^ 2 := by
  obtain ⟨p1, p2, p12⟩ := hg
  obtain ⟨q1, q2, q12⟩ := hh
  have p21 : inner ℝ g₂ g₁ = (0 : ℝ) := by rw [real_inner_comm]; exact p12
  have e1 : ∀ x : E, inner ℝ x f₁ = a * inner ℝ x g₁ + b * inner ℝ x g₂ := by
    intro x
    rw [hf₁, inner_add_right, real_inner_smul_right, real_inner_smul_right]
  have e2 : ∀ x : E, w * inner ℝ x f₂ = b * inner ℝ x g₁ + d * inner ℝ x g₂ := by
    intro x
    rw [← real_inner_smul_right, hf₂, inner_add_right, real_inner_smul_right,
      real_inner_smul_right]
  have E1 : inner ℝ g₁ f₁ = a := by
    rw [e1, real_inner_self_eq_norm_sq, p1, p12]; ring
  have E2 : w * inner ℝ g₂ f₂ = d := by
    rw [e2, real_inner_self_eq_norm_sq, p2, p21]; ring
  have hc : inner ℝ g₁ h₂ = inner ℝ h₂ g₁ := real_inner_comm _ _
  simp only [distortion, norm_sub_sq_real, inner_sub_left, inner_sub_right, p1, p2, p12,
    q1, q2, q12]
  linear_combination (-2) * e1 h₁ + 2 * E1 - 2 * e2 h₂ + 2 * E2 + 2 * b * hc
```

For \(a>0\) and \(ad-b^2>0\) the form is positive definite. Completing the square for displacements \(x,y\) gives
\[ a\,(a\|x\|^2+2b\langle x,y\rangle+d\|y\|^2)=\|ax+by\|^2+(ad-b^2)\|y\|^2 . \]
If this vanishes, then \(y=0\), and hence \(x=0\).

```lean
/-- A symmetric two-by-two matrix with positive corner and determinant gives a positive definite
form on pairs of vectors. -/
theorem form_posDef {a b d : ℝ} (ha : 0 < a) (hd : 0 < a * d - b ^ 2) (x y : E) :
    0 ≤ a * ‖x‖ ^ 2 + 2 * b * inner ℝ x y + d * ‖y‖ ^ 2 ∧
      (a * ‖x‖ ^ 2 + 2 * b * inner ℝ x y + d * ‖y‖ ^ 2 = 0 → x = 0 ∧ y = 0) := by
  -- complete the square
  have sq : a * (a * ‖x‖ ^ 2 + 2 * b * inner ℝ x y + d * ‖y‖ ^ 2) =
      ‖a • x + b • y‖ ^ 2 + (a * d - b ^ 2) * ‖y‖ ^ 2 := by
    simp only [norm_add_sq_real, norm_smul, mul_pow, Real.norm_eq_abs, sq_abs,
      real_inner_smul_left, real_inner_smul_right]
    ring
  have hx := sq_nonneg ‖a • x + b • y‖
  constructor
  · refine (mul_nonneg_iff_of_pos_left ha).1 ?_
    rw [sq]
    exact add_nonneg hx (mul_nonneg hd.le (sq_nonneg _))
  · intro hQ
    rw [hQ, mul_zero] at sq
    have hy : y = 0 := by
      by_contra hne
      have := mul_pos hd (pow_pos (norm_pos_iff.2 hne) 2)
      linarith
    exact ⟨by simpa [hy, ha.ne'] using hQ, hy⟩
```

The explicit orbitals satisfy such an expansion, with
\[ a=\frac{1+wc}{D},\qquad b=\frac{ws}{D},\qquad d=\frac{w(w+c)}{D}. \]
From \((1+wc)(w+c)-ws^2=cD^2\) the determinant is \(ad-b^2=wc>0\). This is the polar decomposition of the pair \(f_1,wf_2\); it appears as `p1` and `p2`.

Every orthonormal pair therefore has at least the distortion of the explicit one. Conversely, a minimiser has a gap that is both non-positive and non-negative, so its displacements vanish. The equivalence below contains existence and uniqueness. At \(w=0\) uniqueness fails, since \(\Delta\) no longer sees \(g_2\) and its sign is free.

```lean
/-- For unit vectors of overlap `s`, `|s| < 1`, and `w > 0`, the explicit orbitals are the one and
only orthonormal pair of least distortion. -/
theorem isWeightedOrtho_iff (hw : 0 < w) (hs : |s| < 1) (h1 : ‖f₁‖ = 1) (h2 : ‖f₂‖ = 1)
    (h12 : inner ℝ f₁ f₂ = s) :
    IsWeightedOrtho w f₁ f₂ g₁ g₂ ↔ g₁ = orb₁ w s f₁ f₂ ∧ g₂ = orb₂ w s f₁ f₂ := by
  obtain ⟨hc, hc2, hD, hD2⟩ := lengths hw hs
  have ho := orb_orthoPair hw hs h1 h2 h12
  have hne : perp s * scale w s ^ 2 ≠ 0 := by positivity
  -- polar decomposition of the weighted orbitals `f₁`, `w f₂`
  have k1 : ((1 + w * perp s) * (w + perp s) - w * s ^ 2) / (perp s * scale w s ^ 2) = 1 := by
    rw [div_eq_iff hne]
    linear_combination (-(perp s)) * hD2 - w * hc2
  have p1 : f₁ = ((1 + w * perp s) / scale w s) • orb₁ w s f₁ f₂
      + (w * s / scale w s) • orb₂ w s f₁ f₂ := by
    unfold orb₁ orb₂
    linear_combination (norm := module) -(k1 • f₁)
  have p2 : w • f₂ = (w * s / scale w s) • orb₁ w s f₁ f₂
      + (w * (w + perp s) / scale w s) • orb₂ w s f₁ f₂ := by
    unfold orb₁ orb₂
    linear_combination (norm := module) -(k1 • (w • f₂))
  have ha : 0 < (1 + w * perp s) / scale w s := by positivity
  have hd : 0 < (1 + w * perp s) / scale w s * (w * (w + perp s) / scale w s)
      - (w * s / scale w s) ^ 2 := by
    have e : (1 + w * perp s) / scale w s * (w * (w + perp s) / scale w s)
        - (w * s / scale w s) ^ 2 =
        (w * ((1 + w * perp s) * (w + perp s) - w * s ^ 2)) / scale w s ^ 2 := by ring
    have e' : (1 + w * perp s) * (w + perp s) - w * s ^ 2 = perp s * scale w s ^ 2 := by
      linear_combination (-(perp s)) * hD2 - w * hc2
    rw [e, e']
    positivity
  constructor
  · rintro ⟨hg, hmin⟩
    have gap := distortion_gap p1 p2 ho hg
    have pos := form_posDef ha hd (g₁ - orb₁ w s f₁ f₂) (g₂ - orb₂ w s f₁ f₂)
    have hle := hmin _ _ ho
    have hz := pos.2 (le_antisymm (by linarith) pos.1)
    exact ⟨sub_eq_zero.1 hz.1, sub_eq_zero.1 hz.2⟩
  · rintro ⟨rfl, rfl⟩
    refine ⟨ho, fun h₁ h₂ hh => ?_⟩
    have gap := distortion_gap p1 p2 ho hh
    have pos := form_posDef ha hd (h₁ - orb₁ w s f₁ f₂) (h₂ - orb₂ w s f₁ f₂)
    linarith [pos.1]
```

Both orbitals are linear combinations of \(f_1\) and \(f_2\), so searching only their real span would have led to the same pair.

```lean
/-- The explicit orbitals lie in the span of the two original ones. -/
theorem orb_mem_span (w s : ℝ) (f₁ f₂ : E) :
    orb₁ w s f₁ f₂ ∈ Submodule.span ℝ {f₁, f₂} ∧
      orb₂ w s f₁ f₂ ∈ Submodule.span ℝ {f₁, f₂} := by
  have m1 : f₁ ∈ Submodule.span ℝ {f₁, f₂} := Submodule.subset_span (by simp)
  have m2 : f₂ ∈ Submodule.span ℝ {f₁, f₂} := Submodule.subset_span (by simp)
  exact ⟨Submodule.sub_mem _ (Submodule.smul_mem _ _ m1) (Submodule.smul_mem _ _ m2),
    Submodule.sub_mem _ (Submodule.smul_mem _ _ m2) (Submodule.smul_mem _ _ m1)⟩
```

## The charge on the ghost

For the minimising pair,
\[ \langle f_1,g_2\rangle=\frac{(1+wc)s-s}{cD}=\frac{ws}{D},\qquad 2\langle f_1,g_2\rangle^2=\frac{2w^2s^2}{1+2w\sqrt{1-s^2}+w^2}. \]
The code replaces \(g_2\) by `orb₂` through the uniqueness theorem and then evaluates this inner product.

```lean
/-- Charge leakage: for unit vectors of overlap `s`, `|s| < 1`, and `w > 0`, two electrons in `f₁`
give the second orbital of the least-distorted orthonormal pair this population. -/
theorem ghostPopulation_eq (hw : 0 < w) (hs : |s| < 1) (h1 : ‖f₁‖ = 1) (h2 : ‖f₂‖ = 1)
    (h12 : inner ℝ f₁ f₂ = s) (hg : IsWeightedOrtho w f₁ f₂ g₁ g₂) :
    ghostPopulation f₁ g₂ = 2 * w ^ 2 * s ^ 2 / (1 + 2 * w * √(1 - s ^ 2) + w ^ 2) := by
  obtain ⟨hc, -, -, hD2⟩ := lengths hw hs
  have n1 : inner ℝ f₁ f₁ = (1 : ℝ) := by rw [real_inner_self_eq_norm_sq, h1]; norm_num
  have e : inner ℝ f₁ g₂ = w * s / scale w s := by
    rw [((isWeightedOrtho_iff hw hs h1 h2 h12).1 hg).2,
      ← mul_div_mul_right (w * s) (scale w s) hc.ne']
    simp only [orb₂, inner_sub_right, real_inner_smul_right, n1, h12]
    ring
  rw [ghostPopulation, e, div_pow, hD2]
  unfold perp
  ring
```

At \(w=1\) the population is \(2s^2/(2+2c)=(1-c^2)/(1+c)=1-c\), the Löwdin leakage.

```lean
/-- With equal weights on two unit vectors of overlap `s`, `|s| < 1`, the leaked population is
`1 - √(1 - s²)`. -/
theorem ghostPopulation_equal_weights (hs : |s| < 1) (h1 : ‖f₁‖ = 1) (h2 : ‖f₂‖ = 1)
    (h12 : inner ℝ f₁ f₂ = s) (hg : IsWeightedOrtho 1 f₁ f₂ g₁ g₂) :
    ghostPopulation f₁ g₂ = 1 - √(1 - s ^ 2) := by
  obtain ⟨hc, hc2, -, -⟩ := lengths one_pos hs
  unfold perp at hc hc2
  rw [ghostPopulation_eq one_pos hs h1 h2 h12 hg, div_eq_iff (by positivity)]
  linear_combination 2 * hc2
```

For \(0<w<v\), cross-multiplying the two populations leaves the difference
\[ 2s^2(v-w)(v+w+2wvc), \]
which is positive when \(s\neq0\). Taking \(v=1\) shows that any weight below one leaks less than Löwdin's choice. The denominator exceeds one, so the population also stays below \(2w^2s^2\). At \(s=0\) nothing leaks for any weight, and the strict inequalities fail.

```lean
/-- For unit vectors of overlap `s`, `0 < |s| < 1`, lowering the positive weight of the second
orbital strictly lowers its leaked population, which stays below `2 w² s²`. -/
theorem ghostPopulation_suppressed {v : ℝ} (hw : 0 < w) (hwv : w < v) (hs0 : s ≠ 0)
    (hs : |s| < 1) (h1 : ‖f₁‖ = 1) (h2 : ‖f₂‖ = 1) (h12 : inner ℝ f₁ f₂ = s)
    (hg : IsWeightedOrtho w f₁ f₂ g₁ g₂) (hh : IsWeightedOrtho v f₁ f₂ h₁ h₂) :
    ghostPopulation f₁ g₂ < ghostPopulation f₁ h₂ ∧
      ghostPopulation f₁ g₂ < 2 * w ^ 2 * s ^ 2 := by
  have hv : 0 < v := hw.trans hwv
  have hc : 0 < √(1 - s ^ 2) := (lengths hw hs).1
  have hs2 : 0 < s ^ 2 := by positivity
  rw [ghostPopulation_eq hw hs h1 h2 h12 hg, ghostPopulation_eq hv hs h1 h2 h12 hh]
  constructor
  · rw [div_lt_div_iff₀ (by positivity) (by positivity)]
    have key : 0 < 2 * s ^ 2 * ((v - w) * (v + w + 2 * w * v * √(1 - s ^ 2))) :=
      mul_pos (by positivity) (mul_pos (sub_pos.2 hwv) (by positivity))
    linarith
  · refine div_lt_self (by positivity) ?_
    have : 0 < 2 * w * √(1 - s ^ 2) + w ^ 2 := by positivity
    linarith

end

end OccupancyWeightedOrthogonalisation
```

```lean
#print axioms OccupancyWeightedOrthogonalisation.orb_mem_span
-- 'OccupancyWeightedOrthogonalisation.orb_mem_span' depends on axioms: [propext, Classical.choice, Quot.sound]
#print axioms OccupancyWeightedOrthogonalisation.ghostPopulation_equal_weights
-- 'OccupancyWeightedOrthogonalisation.ghostPopulation_equal_weights' depends on axioms: [propext, Classical.choice, Quot.sound]
#print axioms OccupancyWeightedOrthogonalisation.ghostPopulation_suppressed
-- 'OccupancyWeightedOrthogonalisation.ghostPopulation_suppressed' depends on axioms: [propext, Classical.choice, Quot.sound]
```

## The same step in a population analysis

A program works with the overlap matrix \(S\) and the diagonal weight matrix \(W\), here \(\mathrm{diag}(1,w)\). It forms \(WSW\), diagonalises it, and builds \(T=W(WSW)^{-1/2}\), whose columns are the coefficients of the new orbitals. With the density matrix \(P\) in the original basis, the populations are the diagonal elements of \(T^{\mathsf T}SPST\). Natural atomic orbital analysis contains an orthogonalisation of this kind, with orbital occupancies as weights. It also has other steps, so the numbers below need not be the populations that it reports.

For \(P=\mathrm{diag}(2,0)\) and \(s=0.6\), the ghost population is \(0.2\) at \(w=1\) and \(0.0072/1.17\approx0.006\) at \(w=0.1\). The occupancies of \(f_1\) and \(f_2\), the diagonal elements of \(SPS\), are \(2\) and \(2s^2=0.72\); used as weights they give \(w=0.36\) and a ghost population of about \(0.055\). For this model of one doubly occupied orbital and one ghost, the charge assigned to the ghost thus depends on the orthogonalisation as well as on the density.
